# Two-body decay momentum above threshold and the phase-space Jacobian

To integrate a tree-level cross section or decay rate with two particles in the final state, one removes the energy delta function by trading the integral over momentum for an integral over total energy. That step needs two things: the momentum at which energy is conserved, and the rate at which the total energy changes with momentum there. The same change of variable gives the density of final states in Fermi's golden rule when the products are two free relativistic particles.

In the centre-of-mass frame the two particles have opposite momenta of common size $p$. Their masses are $m_1, m_2 \ge 0$, and the available energy is $w$, often written $\sqrt{s}$. Units have $c=1$. The problems below find the momentum for $w > m_1+m_2$, show that there is only one, and carry out the change of variable.

```lean
import Mathlib

open Set

namespace TwoBodyPhaseSpace

noncomputable section
```

A free particle of mass $m$ has energy $E(p)=\sqrt{p^2+m^2}$. In Lean the mass and the momentum are real numbers, and any sign restriction appears as a hypothesis of the theorem that uses it.

```lean
/-- Relativistic energy of a particle of mass `m` and momentum `p`, in units with `c = 1`. -/
def energy (m p : ℝ) : ℝ := √(p ^ 2 + m ^ 2)
```

For the pair, write $E_1(p)$ and $E_2(p)$ for the two energies and $W(p)=E_1(p)+E_2(p)$ for their sum. Since only the size of the momentum enters, one real variable is enough.

```lean
/-- Total energy of two particles of masses `m₁`, `m₂` with opposite momenta of size `p`. -/
def totalEnergy (m₁ m₂ p : ℝ) : ℝ := energy m₁ p + energy m₂ p
```

The candidate for the momentum at total energy $w$ is
$$p_*(w)=\frac{\sqrt{\left(w^2-(m_1+m_2)^2\right)\left(w^2-(m_1-m_2)^2\right)}}{2w}.$$
The product under the root is the Källén function of $w^2, m_1^2, m_2^2$. At this point $p_*$, called `breakupMomentum`, is only an expression; that it solves the energy equation has to be shown.

```lean
/-- The closed formula for the centre-of-mass momentum at total energy `w`, meant for nonnegative
masses and `w > m₁ + m₂`. -/
def breakupMomentum (m₁ m₂ w : ℝ) : ℝ :=
  √((w ^ 2 - (m₁ + m₂) ^ 2) * (w ^ 2 - (m₁ - m₂) ^ 2)) / (2 * w)
```

## (a) A moving particle has positive energy

Later parts divide by $E_1$ and $E_2$, and the masses may be zero. Show that for $p>0$ and any real $m$,
$$E(p)>0.$$

Since $p^2>0$ and $m^2\ge 0$, the sum $p^2+m^2$ is positive, and so is its square root. For $m=0$ the energy is $p$ itself, so the hypothesis $p>0$ cannot be weakened to $p\ge0$. In the proof `positivity` supplies the sign of the sum and `Real.sqrt_pos` passes it to the root.

```lean
/-- At momentum `p > 0` the energy is positive. -/
theorem energy_pos (m : ℝ) {p : ℝ} (hp : 0 < p) : 0 < energy m p :=
  Real.sqrt_pos.2 (by positivity)
```

## (b) Energy grows with momentum

Show that for $0\le p<q$,
$$\sqrt{p^2+m^2}<\sqrt{q^2+m^2}.$$

From $q^2-p^2=(q-p)(q+p)>0$ it follows that $p^2+m^2<q^2+m^2$. The square root is strictly increasing on nonnegative numbers, so the order is kept. The two arguments of `Real.sqrt_lt_sqrt` are these two facts: the smaller radicand is nonnegative, and it is smaller.

```lean
/-- The energy of a particle grows strictly with the size of its momentum. -/
theorem energy_lt_energy (m : ℝ) {p q : ℝ} (hp : 0 ≤ p) (hpq : p < q) :
    energy m p < energy m q :=
  Real.sqrt_lt_sqrt (by positivity) (by nlinarith)
```

## (c) How the two particles share the energy

Let $m_1,m_2\ge 0$ and $w>m_1+m_2$. Show that $p_*(w)>0$ and that at this momentum
$$E_1=\frac{w^2+m_1^2-m_2^2}{2w},\qquad E_2=\frac{w^2+m_2^2-m_1^2}{2w}.$$

First, $w>0$. The first factor under the root is
$$w^2-(m_1+m_2)^2=(w-m_1-m_2)(w+m_1+m_2)>0.$$
Because $(m_1-m_2)^2=(m_1+m_2)^2-4m_1m_2\le(m_1+m_2)^2$, the second factor is positive too. Hence $p_*>0$, and squaring it removes the root. Expanding the product gives
$$4w^2p_*^2=w^4-2w^2(m_1^2+m_2^2)+(m_1^2-m_2^2)^2.$$
Adding $4w^2m_1^2$ changes the middle term and completes a square:
$$4w^2(p_*^2+m_1^2)=w^4+2w^2(m_1^2-m_2^2)+(m_1^2-m_2^2)^2=(w^2+m_1^2-m_2^2)^2.$$
Since $w>m_2\ge0$, the quantity $w^2+m_1^2-m_2^2$ is positive, so taking the root gives $E_1$ with the right sign. Exchanging the masses gives $E_2$.

The Lean statement joins the three claims by "and". In its proof `ha` and `hb` are the signs of the two factors, `hsq` is the squared momentum, and `hn` is the sign needed for the final root. The perfect square is checked by `field_simp` and `ring`, once for each particle.

```lean
/-- For nonnegative masses and `w` above the threshold `m₁ + m₂`, the centre-of-mass momentum
is positive, and the two particles have the energies `(w² + m₁² - m₂²) / (2w)` and
`(w² + m₂² - m₁²) / (2w)`. -/
theorem energies_at_breakup {m₁ m₂ w : ℝ} (h₁ : 0 ≤ m₁) (h₂ : 0 ≤ m₂) (hw : m₁ + m₂ < w) :
    0 < breakupMomentum m₁ m₂ w ∧
    energy m₁ (breakupMomentum m₁ m₂ w) = (w ^ 2 + m₁ ^ 2 - m₂ ^ 2) / (2 * w) ∧
    energy m₂ (breakupMomentum m₁ m₂ w) = (w ^ 2 + m₂ ^ 2 - m₁ ^ 2) / (2 * w) := by
  have hw0 : 0 < w := by linarith
  have hm : 0 ≤ m₁ * m₂ := mul_nonneg h₁ h₂
  -- both factors of the radicand are positive above threshold
  have ha : 0 < w ^ 2 - (m₁ + m₂) ^ 2 := by nlinarith
  have hb : 0 < w ^ 2 - (m₁ - m₂) ^ 2 := by nlinarith
  have hsq : breakupMomentum m₁ m₂ w ^ 2 =
      (w ^ 2 - (m₁ + m₂) ^ 2) * (w ^ 2 - (m₁ - m₂) ^ 2) / (2 * w) ^ 2 := by
    unfold breakupMomentum
    rw [div_pow, Real.sq_sqrt (mul_pos ha hb).le]
  refine ⟨div_pos (Real.sqrt_pos.2 (mul_pos ha hb)) (by positivity), ?_, ?_⟩
  -- in each case `p² + m²` is a perfect square
  · have hn : 0 ≤ w ^ 2 + m₁ ^ 2 - m₂ ^ 2 := by nlinarith [sq_nonneg m₁]
    have h : breakupMomentum m₁ m₂ w ^ 2 + m₁ ^ 2 =
        ((w ^ 2 + m₁ ^ 2 - m₂ ^ 2) / (2 * w)) ^ 2 := by
      rw [hsq]
      field_simp
      ring
    unfold energy
    rw [h, Real.sqrt_sq (div_nonneg hn (by positivity))]
  · have hn : 0 ≤ w ^ 2 + m₂ ^ 2 - m₁ ^ 2 := by nlinarith [sq_nonneg m₂]
    have h : breakupMomentum m₁ m₂ w ^ 2 + m₂ ^ 2 =
        ((w ^ 2 + m₂ ^ 2 - m₁ ^ 2) / (2 * w)) ^ 2 := by
      rw [hsq]
      field_simp
      ring
    unfold energy
    rw [h, Real.sqrt_sq (div_nonneg hn (by positivity))]
```

## (d) The rate of change of the total energy

Show that for $p>0$,
$$\frac{dW}{dp}=\frac{p\,(E_1+E_2)}{E_1E_2}.$$

By the chain rule, each particle contributes
$$\frac{dE}{dp}=\frac{2p}{2\sqrt{p^2+m^2}}=\frac{p}{E},$$
which is its speed. Adding the two speeds over a common denominator,
$$\frac{p}{E_1}+\frac{p}{E_2}=\frac{p\,(E_1+E_2)}{E_1E_2}.$$

`HasDerivAt f d p` says that `f` is differentiable at `p` with derivative `d`. The hypothesis $p>0$ keeps away from the kink that a massless particle's energy $|p|$ has at $p=0$. The inner statement `hv` is the one-particle derivative, and `div_add_div` forms the common denominator, using part (a) to know that neither energy vanishes.

```lean
/-- At momentum `p > 0` the total energy changes with `p` at the rate
`p (E₁ + E₂) / (E₁ E₂)`. -/
theorem hasDerivAt_totalEnergy (m₁ m₂ : ℝ) {p : ℝ} (hp : 0 < p) :
    HasDerivAt (totalEnergy m₁ m₂)
      (p * totalEnergy m₁ m₂ p / (energy m₁ p * energy m₂ p)) p := by
  -- the velocity of one particle is `p / E`
  have hv : ∀ m : ℝ, HasDerivAt (energy m) (p / energy m p) p := by
    intro m
    have h : HasDerivAt (fun q : ℝ => q ^ 2 + m ^ 2) (2 * p) p := by
      simpa using (hasDerivAt_pow 2 p).add_const (m ^ 2)
    have hne : p ^ 2 + m ^ 2 ≠ 0 := by positivity
    exact (h.sqrt hne).congr_deriv (mul_div_mul_left p _ two_ne_zero)
  refine ((hv m₁).fun_add (hv m₂)).congr_deriv ?_
  rw [div_add_div _ _ (energy_pos m₁ hp).ne' (energy_pos m₂ hp).ne']
  unfold totalEnergy
  ring
```

## (e) One momentum for each energy, and the Jacobian there

Let $m_1,m_2\ge0$ and $w>m_1+m_2$. Show that for every real $p$,
$$\bigl(p>0\ \text{ and }\ W(p)=w\bigr)\iff p=p_*(w),$$
and that
$$\left.\frac{dW}{dp}\right|_{p=p_*(w)}=\frac{p_*(w)\,w}{E_1E_2},$$
with both energies taken at $p_*(w)$.

Add the energies from part (c). The mass terms cancel:
$$W(p_*)=\frac{(w^2+m_1^2-m_2^2)+(w^2+m_2^2-m_1^2)}{2w}=\frac{2w^2}{2w}=w.$$
So $p_*$ is a positive solution. Now let $p>0$ be any solution. If $p<p_*$, part (b) applied to both particles gives $W(p)<W(p_*)=w$, a contradiction. If $p>p_*$, it gives $W(p)>w$, again a contradiction. Therefore $p=p_*$. For the derivative, put $p=p_*$ in part (d) and replace $E_1+E_2$ by $w$.

Read from left to right, the equivalence is uniqueness; from right to left, it says that the formula does solve the energy equation. In the proof `htot` is the sum above, `hmono` is the growth of $W$, and `lt_trichotomy` splits into the three possible orders of $p$ and $p_*$. The last line substitutes `htot` into the derivative from part (d).

```lean
/-- For nonnegative masses and `w > m₁ + m₂`, the closed formula gives the one and only positive
momentum at which the total energy is `w`, and the derivative of the total energy there is
`p w / (E₁ E₂)`. -/
theorem breakupMomentum_unique_and_jacobian {m₁ m₂ w : ℝ} (h₁ : 0 ≤ m₁) (h₂ : 0 ≤ m₂)
    (hw : m₁ + m₂ < w) :
    (∀ p : ℝ, (0 < p ∧ totalEnergy m₁ m₂ p = w) ↔ p = breakupMomentum m₁ m₂ w) ∧
    HasDerivAt (totalEnergy m₁ m₂)
      (breakupMomentum m₁ m₂ w * w /
        (energy m₁ (breakupMomentum m₁ m₂ w) * energy m₂ (breakupMomentum m₁ m₂ w)))
      (breakupMomentum m₁ m₂ w) := by
  obtain ⟨hpos, hE₁, hE₂⟩ := energies_at_breakup h₁ h₂ hw
  have hw0 : w ≠ 0 := by linarith
  have htot : totalEnergy m₁ m₂ (breakupMomentum m₁ m₂ w) = w := by
    unfold totalEnergy
    rw [hE₁, hE₂, ← add_div, div_eq_iff (mul_ne_zero two_ne_zero hw0)]
    ring
  refine ⟨fun p => ⟨?_, ?_⟩, ?_⟩
  · rintro ⟨hp, hpw⟩
    -- two different momenta would have different total energies
    have hmono : ∀ x y : ℝ, 0 < x → x < y → totalEnergy m₁ m₂ x < totalEnergy m₁ m₂ y :=
      fun x y hx hxy =>
        add_lt_add (energy_lt_energy m₁ hx.le hxy) (energy_lt_energy m₂ hx.le hxy)
    rcases lt_trichotomy p (breakupMomentum m₁ m₂ w) with h | h | h
    · linarith [hmono _ _ hp h]
    · exact h
    · linarith [hmono _ _ hpos h]
  · rintro rfl
    exact ⟨hpos, htot⟩
  · have h := hasDerivAt_totalEnergy m₁ m₂ hpos
    rwa [htot] at h
```

## (f) When the process is allowed

Let $m_1,m_2\ge0$ and let $w$ be any real number. Show that
$$\bigl(\text{there is } p>0 \text{ with } W(p)=w\bigr)\iff w>m_1+m_2.$$

If $p>0$, then $p^2+m^2>m^2$, so each energy exceeds the corresponding mass and $w=E_1+E_2>m_1+m_2$. Conversely, above threshold part (e) supplies the momentum $p_*(w)$. At $w=m_1+m_2$ the momentum would have to be zero, which $p>0$ excludes.

The closed formula alone does not detect the threshold. For $0<w<|m_1-m_2|$ both factors under its root are negative, their product is positive, and the formula returns a positive number although the process is forbidden. A program that evaluates $p_*$ should therefore compare $w$ with $m_1+m_2$ first.

In Lean, `Real.lt_sqrt_of_sq_lt` turns the inequality between squares into one between mass and energy, and `add_lt_add` sums the two inequalities.

```lean
/-- For nonnegative masses, two particles with opposite nonzero momenta can have total energy `w`
exactly when `w` exceeds the sum of the masses. -/
theorem threshold {m₁ m₂ : ℝ} (h₁ : 0 ≤ m₁) (h₂ : 0 ≤ m₂) (w : ℝ) :
    (∃ p : ℝ, 0 < p ∧ totalEnergy m₁ m₂ p = w) ↔ m₁ + m₂ < w := by
  constructor
  · rintro ⟨p, hp, rfl⟩
    have h : ∀ m : ℝ, m < energy m p := fun m =>
      Real.lt_sqrt_of_sq_lt (by linarith [pow_pos hp 2])
    exact add_lt_add (h m₁) (h m₂)
  · intro hw
    exact ⟨_, ((breakupMomentum_unique_and_jacobian h₁ h₂ hw).1 _).2 rfl⟩
```

## (g) Phase space as an integral over energy

In the usual relativistic normalisation each final particle carries a factor $1/(2E)$. Once momentum conservation has fixed the second momentum, the radial part of the measure is $p^2\,dp/(4E_1E_2)$, apart from powers of $2\pi$. Let $m_1,m_2\ge0$, let $a,b>0$, and let $g$ be a continuous real function on the real line. Show that
$$\int_a^b\frac{p^2}{4E_1E_2}\,g(W(p))\,dp=\int_{W(a)}^{W(b)}\frac{p_*(w)}{4w}\,g(w)\,dw.$$

Start from the right and substitute $w=W(p)$. By part (d), $dw=\dfrac{p\,W(p)}{E_1E_2}\,dp$. By part (f), $W(p)$ lies above threshold for every $p>0$, so part (e) gives $p_*(W(p))=p$. The integrand becomes
$$\frac{p}{4W(p)}\,g(W(p))\,\frac{p\,W(p)}{E_1E_2}=\frac{p^2}{4E_1E_2}\,g(W(p)),$$
which is the left side.

The weight $g$ stands where a calculation has the energy delta function. Letting $g$ become a narrow peak of unit area at one energy $w$ inside the range leaves the familiar factor $p_*(w)/(4w)$; this limit is an informal reading of the theorem. The limits $a$ and $b$ are finite and positive, so the integral neither starts at threshold nor runs to infinity. They may come in either order, with the usual change of sign. The step from the full integral over both momentum vectors to this radial one, including the angles, is taken as the starting point.

Most of the Lean proof checks the conditions for the substitution: `hJ` is the continuity of the derivative $dW/dp$, and `hG` is the continuity of the energy integrand on the range of $W$. The rule `intervalIntegral.integral_comp_mul_deriv'` then changes the variable, `hback` is the identity $p_*(W(p))=p$, and `field_simp` cancels the factors of $W$.

```lean
/-- Two-body phase space: for nonnegative masses, positive momentum limits and a continuous
weight `g` of the total energy, the radial measure `p² dp / (4 E₁ E₂)` becomes
`p(w) dw / (4 w)`, where `p(w)` is the centre-of-mass momentum. -/
theorem phaseSpace_integral {m₁ m₂ a b : ℝ} (h₁ : 0 ≤ m₁) (h₂ : 0 ≤ m₂)
    (ha : 0 < a) (hb : 0 < b) {g : ℝ → ℝ} (hg : Continuous g) :
    ∫ p in a..b, p ^ 2 / (4 * energy m₁ p * energy m₂ p) * g (totalEnergy m₁ m₂ p) =
      ∫ w in totalEnergy m₁ m₂ a..totalEnergy m₁ m₂ b,
        breakupMomentum m₁ m₂ w / (4 * w) * g w := by
  have hpos : ∀ p ∈ uIcc a b, 0 < p := fun p hp => (lt_min ha hb).trans_le hp.1
  have hW : ∀ p : ℝ, 0 < p → totalEnergy m₁ m₂ p ≠ 0 := fun p hp =>
    (add_pos (energy_pos m₁ hp) (energy_pos m₂ hp)).ne'
  have hc : ∀ m : ℝ, Continuous (energy m) := fun m =>
    Real.continuous_sqrt.comp (by fun_prop : Continuous fun p : ℝ => p ^ 2 + m ^ 2)
  have hcW : Continuous (totalEnergy m₁ m₂) := (hc m₁).add (hc m₂)
  have hne : ∀ w ∈ totalEnergy m₁ m₂ '' uIcc a b, w ≠ 0 := by
    rintro w ⟨p, hp, rfl⟩
    exact hW p (hpos p hp)
  have hJ : ContinuousOn
      (fun p => p * totalEnergy m₁ m₂ p / (energy m₁ p * energy m₂ p)) (uIcc a b) :=
    (continuous_id.mul hcW).continuousOn.div ((hc m₁).mul (hc m₂)).continuousOn
      fun p hp => (mul_pos (energy_pos m₁ (hpos p hp)) (energy_pos m₂ (hpos p hp))).ne'
  have hB : ContinuousOn (breakupMomentum m₁ m₂) (totalEnergy m₁ m₂ '' uIcc a b) :=
    (Real.continuous_sqrt.comp (by fun_prop : Continuous fun w : ℝ =>
      (w ^ 2 - (m₁ + m₂) ^ 2) * (w ^ 2 - (m₁ - m₂) ^ 2))).continuousOn.div
      (by fun_prop) fun w hw => mul_ne_zero two_ne_zero (hne w hw)
  have hG : ContinuousOn (fun w => breakupMomentum m₁ m₂ w / (4 * w) * g w)
      (totalEnergy m₁ m₂ '' uIcc a b) :=
    (hB.div (by fun_prop) fun w hw => mul_ne_zero four_ne_zero (hne w hw)).mul hg.continuousOn
  -- change variables from momentum to total energy
  rw [← intervalIntegral.integral_comp_mul_deriv'
    (fun p hp => hasDerivAt_totalEnergy m₁ m₂ (hpos p hp)) hJ hG]
  apply intervalIntegral.integral_congr
  intro p hp
  have hp0 := hpos p hp
  have hback : breakupMomentum m₁ m₂ (totalEnergy m₁ m₂ p) = p :=
    (((breakupMomentum_unique_and_jacobian h₁ h₂
      ((threshold h₁ h₂ _).1 ⟨p, hp0, rfl⟩)).1 p).1 ⟨hp0, rfl⟩).symm
  have e₁ := (energy_pos m₁ hp0).ne'
  have e₂ := (energy_pos m₂ hp0).ne'
  have e₃ := hW p hp0
  change p ^ 2 / (4 * energy m₁ p * energy m₂ p) * g (totalEnergy m₁ m₂ p) =
    breakupMomentum m₁ m₂ (totalEnergy m₁ m₂ p) / (4 * totalEnergy m₁ m₂ p) *
      g (totalEnergy m₁ m₂ p) * (p * totalEnergy m₁ m₂ p / (energy m₁ p * energy m₂ p))
  rw [hback]
  field_simp
```

## (h) Recoil against a massless particle

A free excited atom at rest, with total energy $w$, emits a photon and is left with mass $m$, where $0<m<w$. Show that the photon and the atom fly apart with momentum
$$p_*(w)=\frac{w^2-m^2}{2w}.$$

With $m_1=m$ and $m_2=0$ the two factors under the root coincide, so
$$p_*(w)=\frac{\sqrt{(w^2-m^2)^2}}{2w}=\frac{w^2-m^2}{2w}.$$
The root is $w^2-m^2$ and not its negative because $w>m\ge0$. The formula and its proof also cover $m=0$, which describes two massless products instead of an atom and a photon; each then carries momentum $w/2$.

The theorem puts the massless particle in the second slot of `breakupMomentum`. Its hypothesis `h` is the sign of $w^2-m^2$, which `Real.sqrt_mul_self` needs in order to remove the root.

```lean
/-- If one particle is massless and the other has mass `m` with `0 ≤ m < w`, the centre-of-mass
momentum is `(w² - m²) / (2w)`. -/
theorem breakupMomentum_massless {m w : ℝ} (hm : 0 ≤ m) (hw : m < w) :
    breakupMomentum m 0 w = (w ^ 2 - m ^ 2) / (2 * w) := by
  have h : 0 ≤ w ^ 2 - m ^ 2 := by nlinarith
  unfold breakupMomentum
  rw [add_zero, sub_zero, Real.sqrt_mul_self h]

end

end TwoBodyPhaseSpace
```

```lean
#print axioms TwoBodyPhaseSpace.phaseSpace_integral
-- 'TwoBodyPhaseSpace.phaseSpace_integral' depends on axioms: [propext, Classical.choice, Quot.sound]
#print axioms TwoBodyPhaseSpace.breakupMomentum_massless
-- 'TwoBodyPhaseSpace.breakupMomentum_massless' depends on axioms: [propext, Classical.choice, Quot.sound]
```
